# Banach's Fixed Point Theorem on a Ball for Self-Consistent Field Maps

A self-consistent field (SCF) map can shrink all distances near the starting density and still have no solution there. A scalar toy model, not a map of physical densities, shows how: take $F(x)=x/2+1$ on the interval $[-1,1]$. It halves every distance, but the iterates from $0$ are $1,\ 3/2,\ 7/4,\dots$; they leave the interval and approach $2$. The contraction estimate was made for a region in which the iteration does not stay. A bound on the first step repairs this.

## A small first residual keeps the iteration in the ball

Let $E$ be a Banach space of densities with norm $\|\cdot\|$, and let $F:E\to E$ take an input density to the output density of one SCF cycle. Let $B$ be the closed ball of radius $r$ about the starting density $x_0$. Suppose that $0\le K<1$ and

$$\|F(x)-F(y)\|\le K\|x-y\|\quad (x,y\in B),\qquad \|F(x_0)-x_0\|\le(1-K)r .$$

Then $F$ maps $B$ into itself and has exactly one fixed point in $B$, and the iterates $x_n=F^n(x_0)$ converge to it.

The constant $K$ bounds how strongly the output density responds to a change of the input density. Write $\delta=\|F(x_0)-x_0\|$ for the first residual. Since $0\le\delta\le(1-K)r$ and $1-K>0$, the radius is not negative, and $x_0\in B$.

**Invariance.** For $x\in B$,

$$\|F(x)-x_0\|\le\|F(x)-F(x_0)\|+\|F(x_0)-x_0\|\le Kr+(1-K)r=r .$$

All $x_n$ therefore lie in $B$.

**Existence.** The contraction applies to consecutive iterates, so $\|x_{n+1}-x_n\|\le K\|x_n-x_{n-1}\|$ for $n\ge1$, and by induction $\|x_{n+1}-x_n\|\le K^n\delta$ for $n\ge0$. For $m>n$,

$$\|x_m-x_n\|\le\sum_{k=n}^{m-1}K^k\delta\le\frac{K^n\delta}{1-K}.$$

The sequence is Cauchy and has a limit $x$, which lies in $B$ because $B$ is closed. From $\|x_{n+1}-F(x)\|\le K\|x_n-x\|\to0$ we see that $x_{n+1}$ tends to $F(x)$. It also tends to $x$, so $F(x)=x$.

**Residual and error.** For any $y\in B$,

$$\|y-x\|\le\|F(y)-x\|+\|F(y)-y\|\le K\|y-x\|+\|F(y)-y\|,$$

hence $\|y-x\|\le\|F(y)-y\|/(1-K)$. If $y$ is also a fixed point, the right side vanishes and $y=x$. This is uniqueness.

**Rate.** Since $F(x)=x$, each cycle multiplies the error by at most $K$, so $\|F^n(y)-x\|\le K^n\|y-x\|$ for every $y\in B$. With $y=x_0$ and the residual bound,

$$\|x_n-x\|\le K^n\,\frac{\delta}{1-K}.$$

For a Kohn–Sham cycle, or for a Hartree–Fock cycle with density matrices as the elements of $E$, the contraction and the residual condition together suffice for convergence of the plain iteration. The theorem assumes a constant $K<1$ and does not derive it from a Hamiltonian or a functional.

## Densities, map and ball in Lean

```lean
import Mathlib

open Filter Topology Metric

namespace LocalScfContraction

variable {E : Type*} [NormedAddCommGroup E] {F : E → E} {K r : ℝ} {x₀ : E}
```

The type `E` holds the densities. It is a normed additive commutative group, which includes every Banach space; scalar multiplication is never needed. Completeness is added only where a limit has to exist. The map `F` is defined on all of `E`, and positivity and particle number are not encoded. The ball may therefore contain elements that are not physical densities, and the contraction is assumed for these as well.

```lean
/-- The SCF map `F` multiplies the distance between any two densities in the closed ball of radius
`r` about `x₀` by at most `K`. -/
def ContractsOn (F : E → E) (K : ℝ) (x₀ : E) (r : ℝ) : Prop :=
  ∀ x ∈ closedBall x₀ r, ∀ y ∈ closedBall x₀ r, ‖F x - F y‖ ≤ K * ‖x - y‖
```

`ContractsOn F K x₀ r` is the Lipschitz condition, imposed only for pairs in the closed ball. The value of `K` depends on the norm chosen for densities. The bounds on `K` are separate hypotheses, `hK0` and `hK1`, and the residual condition is `hres`.

A different model would require the Lipschitz bound on the whole of `E`. The fixed point would then be unique in the entire space, and the residual condition would cost nothing, because a large enough radius always satisfies it. That model would exclude any map with several self-consistent solutions, such as the quadratic example at the end.

## Staying in the ball with shrinking steps

```lean
/-- If the first residual is at most `(1 - K) r` with `K < 1`, the starting density lies in
the closed ball of radius `r` about itself, that is, `r` is not negative. -/
theorem start_mem_ball (hK1 : K < 1) (hres : ‖F x₀ - x₀‖ ≤ (1 - K) * r) :
    x₀ ∈ closedBall x₀ r := by
  apply mem_closedBall_self
  by_contra h
  have h1 : 0 < (1 - K) * (-r) := mul_pos (by linarith) (by linarith [not_le.mp h])
  have h2 := norm_nonneg (F x₀ - x₀)
  linarith
```

Membership of the centre in its own ball is equivalent to $r\ge0$. The proof supposes that $r$ is negative; then $(1-K)r$ is negative too, and cannot bound a norm from above.

```lean
/-- An SCF map that contracts on the ball and has a small enough first residual sends the
ball into itself. -/
theorem mapsTo_ball (hK0 : 0 ≤ K) (hK1 : K < 1) (hF : ContractsOn F K x₀ r)
    (hres : ‖F x₀ - x₀‖ ≤ (1 - K) * r) :
    Set.MapsTo F (closedBall x₀ r) (closedBall x₀ r) := by
  intro x hx
  have h0 := hF x hx x₀ (start_mem_ball hK1 hres)
  rw [mem_closedBall_iff_norm] at hx ⊢
  calc ‖F x - x₀‖ = ‖(F x - F x₀) + (F x₀ - x₀)‖ := by rw [sub_add_sub_cancel]
    _ ≤ ‖F x - F x₀‖ + ‖F x₀ - x₀‖ := norm_add_le _ _
    _ ≤ K * r + (1 - K) * r :=
        add_le_add (h0.trans (mul_le_mul_of_nonneg_left hx hK0)) hres
    _ = r := by ring
```

`Set.MapsTo` says that every point of the ball is sent into the ball. The `calc` block is the invariance estimate above: it inserts $F(x_0)$, applies the triangle inequality, and adds the two bounds.

```lean
/-- The change of the density from `F^[n] x₀` to `F^[n + 1] x₀` is at most `K ^ n` times the first
residual. -/
theorem step_le (hK0 : 0 ≤ K) (hK1 : K < 1) (hF : ContractsOn F K x₀ r)
    (hres : ‖F x₀ - x₀‖ ≤ (1 - K) * r) (n : ℕ) :
    ‖F^[n + 1] x₀ - F^[n] x₀‖ ≤ K ^ n * ‖F x₀ - x₀‖ := by
  have horb : ∀ m, F^[m] x₀ ∈ closedBall x₀ r := fun m =>
    (mapsTo_ball hK0 hK1 hF hres).iterate m (start_mem_ball hK1 hres)
  induction n with
  | zero => simp
  | succ n ih =>
    calc ‖F^[n + 1 + 1] x₀ - F^[n + 1] x₀‖
        = ‖F (F^[n + 1] x₀) - F (F^[n] x₀)‖ := by
          simp only [Function.iterate_succ_apply']
      _ ≤ K * ‖F^[n + 1] x₀ - F^[n] x₀‖ := hF _ (horb (n + 1)) _ (horb n)
      _ ≤ K * (K ^ n * ‖F x₀ - x₀‖) := mul_le_mul_of_nonneg_left ih hK0
      _ = K ^ (n + 1) * ‖F x₀ - x₀‖ := by ring
```

The hypotheses are those of `mapsTo_ball`. `F^[n]` is the $n$-fold iterate, so `F^[n] x₀` is $x_n$. The auxiliary statement `horb` places the whole orbit in the ball, which is what permits the use of the contraction at each induction step.

## What a residual says about the error

```lean
/-- For a trial density `y` and a self-consistent density `x`, both in the ball, the distance is at
most the residual of `y` divided by `1 - K`. -/
theorem error_le_residual (hK1 : K < 1) (hF : ContractsOn F K x₀ r) {x y : E}
    (hx : x ∈ closedBall x₀ r) (hfix : F x = x) (hy : y ∈ closedBall x₀ r) :
    ‖y - x‖ ≤ ‖F y - y‖ / (1 - K) := by
  have h1 := hF y hy x hx
  rw [hfix] at h1
  have h2 : ‖y - x‖ ≤ ‖F y - x‖ + ‖F y - y‖ := by
    calc ‖y - x‖ = ‖(F y - x) - (F y - y)‖ := by congr 1; abel
      _ ≤ ‖F y - x‖ + ‖F y - y‖ := norm_sub_le _ _
  rw [le_div_iff₀ (by linarith)]
  linarith
```

Here `F` contracts on the ball with $K<1$, `x` is a given fixed point in the ball and `y` any trial density there. After the triangle inequality, `le_div_iff₀` multiplies through by the positive number $1-K$, and `linarith` finishes the rearrangement.

One possible stopping test for an SCF program compares the norm of the residual, output density minus input density, with a threshold $\tau$. For $y$ in the ball, stopping at $\|F(y)-y\|\le\tau$ guarantees an error of at most $\tau/(1-K)$, which for $K=0.9$ is ten times the threshold. With linear mixing, $F(x)=x+\alpha(G(x)-x)$, where $G$ is the unmixed cycle and $\alpha>0$ the mixing parameter, the residual of $F$ is $\alpha$ times that of $G$, and $K$ must be a constant for the mixed map. The ratio of successive density changes observed in a run gives only a lower bound on the best such $K$.

## Existence, uniqueness and convergence

```lean
/-- **Banach fixed point theorem on a ball, for SCF maps.** If `E` is complete, `F` contracts on the
ball with `0 ≤ K < 1`, and the first residual is at most `(1 - K) r`, then `F` sends the ball into
itself and has exactly one self-consistent density there, and the SCF iterates from `x₀` converge to
it. -/
theorem scf_fixed_point_on_ball [CompleteSpace E] (hK0 : 0 ≤ K) (hK1 : K < 1)
    (hF : ContractsOn F K x₀ r) (hres : ‖F x₀ - x₀‖ ≤ (1 - K) * r) :
    Set.MapsTo F (closedBall x₀ r) (closedBall x₀ r) ∧
      ∃ x ∈ closedBall x₀ r, F x = x ∧
        (∀ y ∈ closedBall x₀ r, F y = y → y = x) ∧
        Tendsto (fun n => F^[n] x₀) atTop (𝓝 x) := by
  have hmaps := mapsTo_ball hK0 hK1 hF hres
  have horb : ∀ n, F^[n] x₀ ∈ closedBall x₀ r := fun n =>
    hmaps.iterate n (start_mem_ball hK1 hres)
  -- the steps decay geometrically, so the orbit has a limit
  have hcauchy : CauchySeq (fun n => F^[n] x₀) := by
    refine cauchySeq_of_le_geometric K ‖F x₀ - x₀‖ hK1 (fun n => ?_)
    rw [dist_comm, dist_eq_norm]
    exact (step_le hK0 hK1 hF hres n).trans_eq (mul_comm _ _)
  obtain ⟨x, hx⟩ := cauchySeq_tendsto_of_complete hcauchy
  have hxB : x ∈ closedBall x₀ r :=
    isClosed_closedBall.mem_of_tendsto hx (Eventually.of_forall horb)
  -- the shifted orbit converges to `F x` as well as to `x`
  have hshift : Tendsto (fun n => F^[n + 1] x₀) atTop (𝓝 (F x)) := by
    rw [tendsto_iff_norm_sub_tendsto_zero]
    have hlim := (tendsto_iff_norm_sub_tendsto_zero.mp hx).const_mul K
    rw [mul_zero] at hlim
    refine squeeze_zero (fun n => norm_nonneg _) (fun n => ?_) hlim
    rw [Function.iterate_succ_apply']
    exact hF _ (horb n) _ hxB
  have hfix : F x = x :=
    tendsto_nhds_unique hshift (hx.comp (tendsto_add_atTop_nat 1))
  refine ⟨hmaps, x, hxB, hfix, fun y hyB hy => ?_, hx⟩
  -- a second solution has zero residual, hence zero distance from `x`
  have h := error_le_residual hK1 hF hxB hfix hyB
  rw [hy, sub_self, norm_zero, zero_div] at h
  exact sub_eq_zero.mp (norm_le_zero_iff.mp h)
```

The conclusion has two parts: invariance of the ball, and a density `x` in it that is fixed, equals every other fixed point in the ball, and is the limit of the iterates in norm. Banach's theorem is usually stated for a contraction of a complete metric space into itself; here the space is normed, and the self-mapping property is derived from the first residual.

The proof follows the derivation. `cauchySeq_of_le_geometric` replaces the geometric sum, and `isClosed_closedBall` keeps the limit in the ball. The statement `hshift` shows by squeezing that the shifted orbit tends to $F(x)$, and uniqueness of limits gives $F(x)=x$. The last lines apply `error_le_residual` to a second fixed point, whose residual is zero.

## Error after n cycles

```lean
/-- From any starting density `y` in the ball, the error after `n` SCF cycles is at most
`K ^ n` times the initial error. -/
theorem error_geometric (hK0 : 0 ≤ K) (hK1 : K < 1) (hF : ContractsOn F K x₀ r)
    (hres : ‖F x₀ - x₀‖ ≤ (1 - K) * r) {x y : E} (hx : x ∈ closedBall x₀ r)
    (hfix : F x = x) (hy : y ∈ closedBall x₀ r) (n : ℕ) :
    ‖F^[n] y - x‖ ≤ K ^ n * ‖y - x‖ := by
  induction n with
  | zero => simp
  | succ n ih =>
    have h := hF _ ((mapsTo_ball hK0 hK1 hF hres).iterate n hy) x hx
    rw [hfix] at h
    rw [Function.iterate_succ_apply']
    calc ‖F (F^[n] y) - x‖ ≤ K * ‖F^[n] y - x‖ := h
      _ ≤ K * (K ^ n * ‖y - x‖) := mul_le_mul_of_nonneg_left ih hK0
      _ = K ^ (n + 1) * ‖y - x‖ := by ring
```

The hypotheses are those of the fixed point theorem, with a given fixed point `x` in the ball in place of completeness. The start `y` may be any density in the ball, not only its centre. The induction uses invariance to keep `F^[n] y` in the ball and then contracts once more towards `x`.

```lean
/-- The error after `n` SCF cycles from `x₀` is at most `K ^ n` times the first residual divided by
`1 - K`. -/
theorem error_a_priori (hK0 : 0 ≤ K) (hK1 : K < 1) (hF : ContractsOn F K x₀ r)
    (hres : ‖F x₀ - x₀‖ ≤ (1 - K) * r) {x : E} (hx : x ∈ closedBall x₀ r)
    (hfix : F x = x) (n : ℕ) :
    ‖F^[n] x₀ - x‖ ≤ K ^ n * (‖F x₀ - x₀‖ / (1 - K)) :=
  have h0 := start_mem_ball hK1 hres
  (error_geometric hK0 hK1 hF hres hx hfix h0 n).trans
    (mul_le_mul_of_nonneg_left (error_le_residual hK1 hF hx hfix h0) (pow_nonneg hK0 n))
```

Under the hypotheses of `error_geometric`, this combines that estimate with `error_le_residual` at `y = x₀`. Once $K$ is known, the right side can be computed after a single cycle, before the solution is available.

## A sharp bound and a second solution

For given $0\le K<1$ and $r\ge0$, the bound $(1-K)r$ cannot be enlarged. If $d>(1-K)r$, the map $x\mapsto Kx+d$ on the real line has first residual $d$ at $x_0=0$. A fixed point $x$ in the ball would satisfy $d=(1-K)x\le(1-K)r$, a contradiction. The opening example is the case $K=1/2$, $r=1$, $d=1$.

```lean
/-- The bound on the first residual is sharp: for every `d` above `(1 - K) r` the affine map `K x +
d` on the real line contracts on the ball about `0` and has first residual `d`, but no fixed point
in the ball. -/
theorem residual_bound_sharp {K r d : ℝ} (hK0 : 0 ≤ K) (hK1 : K < 1) (hr : 0 ≤ r)
    (hd : (1 - K) * r < d) :
    ContractsOn (fun x : ℝ => K * x + d) K 0 r ∧ ‖(K * 0 + d) - 0‖ = d ∧
      ∀ x ∈ closedBall (0 : ℝ) r, K * x + d ≠ x := by
  have hd0 : 0 ≤ d := (mul_nonneg (by linarith) hr).trans hd.le
  refine ⟨fun x _ y _ => ?_, ?_, fun x hx hfix => ?_⟩
  · have h : K * x + d - (K * y + d) = K * (x - y) := by ring
    exact le_of_eq (by rw [h, norm_mul, Real.norm_of_nonneg hK0])
  · rw [mul_zero, zero_add, sub_zero, Real.norm_of_nonneg hd0]
  · rw [mem_closedBall_iff_norm, sub_zero, Real.norm_eq_abs] at hx
    have h := mul_le_mul_of_nonneg_left (le_of_abs_le hx) (by linarith : 0 ≤ 1 - K)
    linarith
```

The three parts of the conclusion are the contraction, the value of the first residual, and the absence of a fixed point in the ball. The proof of the last part multiplies $x\le r$ by $1-K$.

The hypotheses of the fixed point theorem are met by $F(x)=x^2+9/100$ with $x_0=0$, $r=1/4$ and $K=1/2$. In the ball $|x+y|\le1/2$, so $|x^2-y^2|=|x+y|\,|x-y|\le\tfrac12|x-y|$, and the first residual $0.09$ is below $(1-K)r=0.125$. The equation $x^2-x+9/100=0$ has the roots $1/10$ and $9/10$, and only the first lies in the ball. Uniqueness is thus a statement about the ball: another self-consistent solution may exist elsewhere.

```lean
/-- The map `x ^ 2 + 9 / 100` meets the hypotheses with `K = 1 / 2` on the ball of radius
`1 / 4` about `0`; it has the fixed point `1 / 10` and another one, `9 / 10`, outside the
ball. -/
theorem quadratic_witness :
    ContractsOn (fun x : ℝ => x ^ 2 + 9 / 100) (1 / 2) 0 (1 / 4) ∧
      ‖((0 : ℝ) ^ 2 + 9 / 100) - 0‖ ≤ (1 - 1 / 2) * (1 / 4) ∧
      (1 / 10 : ℝ) ^ 2 + 9 / 100 = 1 / 10 ∧ (9 / 10 : ℝ) ^ 2 + 9 / 100 = 9 / 10 ∧
      (9 / 10 : ℝ) ∉ closedBall (0 : ℝ) (1 / 4) := by
  refine ⟨fun x hx y hy => ?_, ?_, by norm_num, by norm_num, fun h => ?_⟩
  · rw [mem_closedBall_iff_norm, sub_zero, Real.norm_eq_abs, abs_le] at hx hy
    have h : x ^ 2 + 9 / 100 - (y ^ 2 + 9 / 100) = (x + y) * (x - y) := by ring
    have hs : ‖x + y‖ ≤ 1 / 2 := by
      rw [Real.norm_eq_abs, abs_le]
      constructor <;> linarith [hx.1, hx.2, hy.1, hy.2]
    calc ‖x ^ 2 + 9 / 100 - (y ^ 2 + 9 / 100)‖ = ‖x + y‖ * ‖x - y‖ := by
          rw [h, norm_mul]
      _ ≤ 1 / 2 * ‖x - y‖ := mul_le_mul_of_nonneg_right hs (norm_nonneg _)
  · rw [Real.norm_eq_abs, abs_le]
    constructor <;> norm_num
  · rw [mem_closedBall_iff_norm, sub_zero, Real.norm_eq_abs] at h
    have h' := le_of_abs_le h
    norm_num at h'

end LocalScfContraction
```

The factorisation appears as `h` and the bound on the sum as `hs`; the remaining parts are arithmetic with rational numbers.

```lean
#print axioms LocalScfContraction.scf_fixed_point_on_ball
-- 'LocalScfContraction.scf_fixed_point_on_ball' depends on axioms: [propext, Classical.choice, Quot.sound]
#print axioms LocalScfContraction.error_a_priori
-- 'LocalScfContraction.error_a_priori' depends on axioms: [propext, Classical.choice, Quot.sound]
#print axioms LocalScfContraction.residual_bound_sharp
-- 'LocalScfContraction.residual_bound_sharp' depends on axioms: [propext, Classical.choice, Quot.sound]
```
